# Echo of a finite-dimensional state under a reversible time step and time reversal

In a finite-dimensional state space, a state is carried through one time step `S`, time-reversed by ψ ↦ U conj(ψ), and carried through the same step again; undoing the reversal then gives back the initial state. The matrix `U` is assumed invertible and the step reversible in the sense that S U conj(S) = U, where conj is the entrywise complex conjugate. Neither matrix is assumed unitary, and the state ψ is an arbitrary complex vector, not necessarily normalised. The attempt first shows that conjugating Sψ gives conj(S) conj(ψ), then tries to gather the successive matrix actions into products, so that the reversibility condition and the cancellation of U⁻¹ with `U` leave only ψ.

As first written in Lean, the proof fails:

```lean
import Mathlib

open Matrix

namespace StepEcho

noncomputable section

variable {n : Type*} [Fintype n] [DecidableEq n]

/-- The entrywise complex conjugate of a matrix. -/
def conjM (A : Matrix n n ℂ) : Matrix n n ℂ := (starRingEnd ℂ).mapMatrix A

/-- Time reversal of a state: `ψ ↦ U conj(ψ)`. -/
def reversal (U : Matrix n n ℂ) (ψ : n → ℂ) : n → ℂ := U *ᵥ star ψ

/-- Undoing the time reversal, for invertible `U`: `φ ↦ conj(U⁻¹ φ)`. -/
def undoReversal (U : Matrix n n ℂ) (φ : n → ℂ) : n → ℂ := star (U⁻¹ *ᵥ φ)

/-- A time step `S` is reversible with respect to `U` if `S U conj(S) = U`. -/
def IsReversibleStep (U S : Matrix n n ℂ) : Prop := S * U * conjM S = U

/-- For invertible `U` and a reversible step, stepping, reversing, stepping again and undoing
the reversal returns the initial state. -/
theorem step_echo {U S : Matrix n n ℂ} (hU : IsUnit U) (hS : IsReversibleStep U S)
    (ψ : n → ℂ) : undoReversal U (S *ᵥ reversal U (S *ᵥ ψ)) = ψ := by
  have hd : IsUnit U.det := (Matrix.isUnit_iff_isUnit_det U).mp hU
  have hs : star (S *ᵥ ψ) = conjM S *ᵥ star ψ := by
    ext i
    simp [conjM, Matrix.mulVec, dotProduct, mul_comm]
  unfold IsReversibleStep at hS
  unfold undoReversal reversal
  rw [hs, Matrix.mulVec_mulVec, Matrix.mulVec_mulVec, hS, Matrix.mulVec_mulVec,
    Matrix.nonsing_inv_mul _ hd, Matrix.one_mulVec, star_star]

end

end StepEcho
```

The error:

```
Main.lean:33:54: error: Tactic `rewrite` failed: Did not find an occurrence of the pattern
  S * U * conjM S
in the target expression
  star ((U⁻¹ * S * U) *ᵥ conjM S *ᵥ star ψ) = ψ

n : Type u_1
inst✝¹ : Fintype n
inst✝ : DecidableEq n
U S : Matrix n n ℂ
hU : IsUnit U
hS : S * U * conjM S = U
ψ : n → ℂ
hd : IsUnit U.det
hs : star (S *ᵥ ψ) = conjM S *ᵥ star ψ
⊢ star ((U⁻¹ * S * U) *ᵥ conjM S *ᵥ star ψ) = ψ
Main.lean:30:44: warning: This simp argument is unused:
  mul_comm

Hint: Omit it from the simp argument list.
  [apply] simp [conjM, Matrix.mulVec, dotProduct]

Note: This linter can be disabled with `set_option linter.unusedSimpArgs false`
```

Diagnosis. The error says that `rw` cannot find `S * U * conjM S` in the goal. Each `Matrix.mulVec_mulVec` merged the two outermost matrices, beginning with `U⁻¹`, so two rewrites gave `U⁻¹ * S * U`, with `conjM S` still acting separately on the vector. A third merge would not have helped: the product would be bracketed as `((U⁻¹ * S) * U) * conjM S`, in which `S * U * conjM S` is not a subterm.

The repair proves `key` first, for the expression without `U⁻¹` in front. There the same two merges yield exactly `S * U * conjM S`, which `hS` turns into `U`. Rewriting the main goal with `key` leaves `U⁻¹` acting on `U *ᵥ star ψ`; one more merge gives `U⁻¹ * U`, which `Matrix.nonsing_inv_mul` cancels, and the remaining rewrites finish the proof.

The warning only reports that `simp` did not use `mul_comm`. Removing it is tidying, as is the added comment.

The mended proof, as a diff:

```diff
@@ -28,8 +28,11 @@
   have hs : star (S *ᵥ ψ) = conjM S *ᵥ star ψ := by
     ext i
-    simp [conjM, Matrix.mulVec, dotProduct, mul_comm]
+    simp [conjM, Matrix.mulVec, dotProduct]
   unfold IsReversibleStep at hS
   unfold undoReversal reversal
-  rw [hs, Matrix.mulVec_mulVec, Matrix.mulVec_mulVec, hS, Matrix.mulVec_mulVec,
+  -- the second step cancels the first, leaving the reversed initial state
+  have key : S *ᵥ (U *ᵥ (conjM S *ᵥ star ψ)) = U *ᵥ star ψ := by
+    rw [Matrix.mulVec_mulVec, Matrix.mulVec_mulVec, hS]
+  rw [hs, key, Matrix.mulVec_mulVec,
     Matrix.nonsing_inv_mul _ hd, Matrix.one_mulVec, star_star]
 
```
